# The smallest level shift in the span of linearly independent cores is B times the lowest overlap eigenvalue, for one common B ≥ 0

In an embedded-cluster calculation with ab initio model potentials, the surrounding ions are frozen, and their occupied orbitals are called cores here. A level shift raises the energy of any cluster electron that enters those cores. Cores on the same ion are orthogonal, but cores on neighbouring ions may overlap. How large is the shift then for the least affected state in the core space?

Let $c_i$ be finitely many linearly independent real core orbitals, $S_{ij}=\langle c_i,c_j\rangle$ their overlap matrix, and

$$V=B\sum_i |c_i\rangle\langle c_i|,\qquad B\ge 0 .$$

The constant $B$ is an energy penalty that stands in for the orthogonality of cluster electrons to the frozen cores. With $\mu$ the smallest eigenvalue of $S$,

$$\min_{x\in\mathrm{span}\{c_i\},\ \|x\|=1}\langle x,Vx\rangle=B\mu .$$

For normalised cores and $B>0$, some normalised state in the span is shifted by less than $B$ exactly when two different cores overlap.

## Checking the core overlap matrix before trusting B

Suppose a code sums $B\,|c_i\rangle\langle c_i|$ with $B>0$ over normalised, linearly independent cores of all embedding ions. Every normalised state in their span then rises by at least $B$ only if the cores are orthogonal. For a finite set of linearly independent real cores with one common $B$, diagonalising $S$ gives the shift that is actually guaranteed within the core span. A small $\mu$ signals a normalised combination of cores that is raised by only a small fraction of $B$.

## From core projections to the lowest shift

Write $x=\sum_i a_i c_i$. Then

$$\langle c_i,x\rangle=\sum_j S_{ij}a_j=(Sa)_i,\qquad \|x\|^2=a\cdot Sa,\qquad \langle x,Vx\rangle=B\,|Sa|^2 .$$

**The value is attained.** Take $a\neq0$ with $Sa=\mu a$. Then $Vx=B\sum_i(Sa)_i c_i=B\mu\,x$. Linear independence gives $x\ne0$, so $0<\|x\|^2=\mu\,a\cdot a$ and hence $\mu>0$. The normalised state $x/\|x\|$ has expectation value $B\mu$.

**No state lies lower.** Let $x=\sum_i b_i c_i$ be normalised, so $b\cdot Sb=1$. Expand $b=\sum_k\beta_k u_k$ in orthonormal eigenvectors of $S$ with eigenvalues $\nu_k\ge\mu$. Then $b\cdot Sb-\mu\,b\cdot b=\sum_k(\nu_k-\mu)\beta_k^2\ge0$, which gives $\mu\,b\cdot b\le1$. Since $\mu>0$,

$$0\le|Sb-\mu b|^2=|Sb|^2-2\mu+\mu^2\,b\cdot b\le|Sb|^2-\mu .$$

Thus $|Sb|^2\ge\mu$, and multiplication by $B\ge0$ gives the bound.

**Overlap lowers the minimum.** Let the cores be normalised. Without overlaps $S=1$ and $\mu=1$. If $s=\langle c_i,c_j\rangle\ne0$ for some $i\ne j$, take the coefficients of $c_i-s\,c_j$. Their squared length is $1+s^2$, and the squared norm of the orbital is $1-s^2$. The eigenvalue bound gives $\mu(1+s^2)\le1-s^2$, so $\mu<1$. For $B>0$ the attained minimum $B\mu$ is then below $B$.

## Two cores with overlap 0.6

Take two normalised cores with a deliberately large overlap of 0.6. The eigenvalues of $S$ are 1.6 and 0.4, so $\mu=0.4$. The lowest state is $(c_1-c_2)/\sqrt{0.8}$, because $\|c_1-c_2\|^2=2-1.2=0.8$. Its projections on the cores are $\pm0.4/\sqrt{0.8}$, whose squares are 0.2 each. The shift is $0.4B$: a penalty of 10 hartree acts on this state as 4 hartree.

## The operator and its minimum in Lean

The cores are a family `c : ι → E` with a finite index type `ι`, in a real inner-product space `E` that may be infinite-dimensional. `overlap c` is $S$, `orbital c a` is $\sum_i a_i c_i$ (not necessarily normalised), and `coreShift B c x` is $Vx$. `IsEigenvalue` requires a nonzero eigenvector. `IsLeast` says that a number belongs to a set and is a lower bound of it, so `isLeast_coreShift` states a minimum that is reached. For real matrices, `IsHermitian` means symmetric.

```lean
import Mathlib

open Matrix
open scoped InnerProductSpace

namespace CoreLevelShift

noncomputable section

variable {ι E : Type*} [Fintype ι] [NormedAddCommGroup E] [InnerProductSpace ℝ E]

/-- The overlap (Gram) matrix of the core orbitals. -/
def overlap (c : ι → E) : Matrix ι ι ℝ := Matrix.of fun i j => ⟪c i, c j⟫_ℝ

/-- The orbital with expansion coefficients `a` in the core orbitals. -/
def orbital (c : ι → E) (a : ι → ℝ) : E := ∑ i, a i • c i

/-- The level-shift operator: `B` times the sum of the operators `|c i⟩⟨c i|`, applied to `x`. -/
def coreShift (B : ℝ) (c : ι → E) (x : E) : E := B • ∑ i, ⟪c i, x⟫_ℝ • c i

/-- `μ` is an eigenvalue of the matrix `A`: some nonzero vector is multiplied by `μ`. -/
def IsEigenvalue (A : Matrix ι ι ℝ) (μ : ℝ) : Prop := ∃ a : ι → ℝ, a ≠ 0 ∧ A *ᵥ a = μ • a

/-- The inner products of the cores with an orbital are the overlap matrix applied to its
coefficients. -/
theorem inner_core_orbital (c : ι → E) (a : ι → ℝ) (i : ι) :
    ⟪c i, orbital c a⟫_ℝ = (overlap c *ᵥ a) i := by
  simp only [orbital, overlap, inner_sum, inner_smul_right, Matrix.mulVec, dotProduct,
    Matrix.of_apply]
  exact Finset.sum_congr rfl fun j _ => mul_comm _ _

/-- The squared norm of an orbital is the quadratic form of the overlap matrix. -/
theorem norm_sq_orbital (c : ι → E) (a : ι → ℝ) :
    ‖orbital c a‖ ^ 2 = a ⬝ᵥ (overlap c *ᵥ a) := by
  have h : ∀ y, ⟪orbital c a, y⟫_ℝ = ∑ i, a i * ⟪c i, y⟫_ℝ := fun y => by
    simp [orbital, sum_inner, real_inner_smul_left]
  rw [← real_inner_self_eq_norm_sq, h]
  simp only [inner_core_orbital, dotProduct]

/-- The quadratic form `⟪x, V x⟫` of the level shift `V` is `B` times the sum of the squared inner
products of `x` with the cores. -/
theorem inner_coreShift (B : ℝ) (c : ι → E) (x : E) :
    ⟪x, coreShift B c x⟫_ℝ = B * ∑ i, ⟪c i, x⟫_ℝ ^ 2 := by
  simp only [coreShift, inner_smul_right, inner_sum]
  congr 1
  refine Finset.sum_congr rfl fun i _ => ?_
  rw [real_inner_comm (c i) x, sq]

/-- If the coefficients satisfy the eigenvalue equation of the overlap matrix with value `μ`,
the level shift multiplies the orbital by `B * μ`. -/
theorem coreShift_orbital (B : ℝ) (c : ι → E) {a : ι → ℝ} {μ : ℝ}
    (h : overlap c *ᵥ a = μ • a) :
    coreShift B c (orbital c a) = (B * μ) • orbital c a := by
  simp only [coreShift, inner_core_orbital, h, Pi.smul_apply, smul_eq_mul]
  simp only [orbital, Finset.smul_sum, smul_smul, mul_assoc]

/-- A real symmetric matrix of nonzero size has a smallest eigenvalue. -/
theorem exists_smallest_eigenvalue [Nonempty ι] {A : Matrix ι ι ℝ} (hA : A.IsHermitian) :
    ∃ μ, IsLeast {ν | IsEigenvalue A ν} μ := by
  classical
  -- eigenvalues are roots of the characteristic polynomial, so there are finitely many
  have hfin : {ν | IsEigenvalue A ν}.Finite := by
    refine (Polynomial.finite_setOfPred_isRoot A.charpoly_monic.ne_zero).subset ?_
    rintro ν ⟨a, ha, h⟩
    show A.charpoly.eval ν = 0
    rw [Matrix.eval_charpoly]
    refine Matrix.exists_mulVec_eq_zero_iff.mp ⟨a, ha, ?_⟩
    rw [Matrix.sub_mulVec, h]
    ext i
    simp [Matrix.scalar_apply]
  have hne : {ν | IsEigenvalue A ν}.Nonempty := by
    let j : ι := Classical.arbitrary ι
    exact ⟨hA.eigenvalues j, (hA.eigenvectorBasis j).ofLp,
      fun h => hA.eigenvectorBasis.orthonormal.ne_zero j (by ext i; exact congrFun h i),
      hA.mulVec_eigenvectorBasis j⟩
  obtain ⟨μ, h, hm⟩ := Set.exists_min_image _ id hfin hne
  exact ⟨μ, h, fun ν hν => hm ν hν⟩

/-- Rayleigh bound: a lower bound `μ` on the eigenvalues of a real symmetric matrix bounds its
quadratic form from below by `μ` times the squared length. -/
theorem rayleigh_bound {A : Matrix ι ι ℝ} (hA : A.IsHermitian) {μ : ℝ}
    (hμ : ∀ ν, IsEigenvalue A ν → μ ≤ ν) (a : ι → ℝ) :
    μ * (a ⬝ᵥ a) ≤ a ⬝ᵥ (A *ᵥ a) := by
  classical
  have hD : (A - μ • (1 : Matrix ι ι ℝ)).IsHermitian :=
    hA.sub (by simp [Matrix.IsHermitian])
  -- the shifted matrix has no negative eigenvalue
  have hpos : (A - μ • (1 : Matrix ι ι ℝ)).PosSemidef := by
    rw [hD.posSemidef_iff_eigenvalues_nonneg]
    intro j
    have hv := hD.mulVec_eigenvectorBasis j
    rw [Matrix.sub_mulVec, Matrix.smul_mulVec, Matrix.one_mulVec] at hv
    have hle := hμ (hD.eigenvalues j + μ) ⟨(hD.eigenvectorBasis j).ofLp,
      fun h => hD.eigenvectorBasis.orthonormal.ne_zero j (by ext i; exact congrFun h i),
      by rw [add_smul, ← hv, sub_add_cancel]⟩
    show (0 : ℝ) ≤ hD.eigenvalues j
    linarith
  have h := hpos.dotProduct_mulVec_nonneg a
  rw [star_trivial, Matrix.sub_mulVec, Matrix.smul_mulVec, Matrix.one_mulVec, dotProduct_sub,
    dotProduct_smul, smul_eq_mul] at h
  linarith

omit [Fintype ι] in
/-- The overlap matrix is symmetric. -/
theorem overlap_isHermitian (c : ι → E) : (overlap c).IsHermitian :=
  Matrix.IsHermitian.ext fun i j => by
    rw [star_trivial]
    exact real_inner_comm _ _

/-- For linearly independent cores and `B ≥ 0`, the minimum expectation value of the level shift
over normalised states in the core span is `B` times the smallest overlap eigenvalue. -/
theorem isLeast_coreShift {c : ι → E} (hc : LinearIndependent ℝ c) {B μ : ℝ} (hB : 0 ≤ B)
    (hμ : IsLeast {ν | IsEigenvalue (overlap c) ν} μ) :
    IsLeast {e | ∃ x ∈ Submodule.span ℝ (Set.range c), ‖x‖ = 1 ∧ ⟪x, coreShift B c x⟫_ℝ = e}
      (B * μ) := by
  obtain ⟨⟨a, ha, hSa⟩, hmin⟩ := hμ
  have hx : orbital c a ≠ 0 := fun h =>
    ha (funext (Fintype.linearIndependent_iff.mp hc a h))
  have hn : 0 < ‖orbital c a‖ := norm_pos_iff.mpr hx
  have hμ0 : 0 < μ := by
    have h2 : ‖orbital c a‖ ^ 2 = μ * (a ⬝ᵥ a) := by
      rw [norm_sq_orbital, hSa, dotProduct_smul, smul_eq_mul]
    have haa : 0 ≤ a ⬝ᵥ a := Finset.sum_nonneg fun i _ => mul_self_nonneg (a i)
    by_contra h
    nlinarith [pow_pos hn 2, mul_nonneg (neg_nonneg.mpr (not_lt.mp h)) haa]
  constructor
  · -- the normalised eigenvector attains the value
    have hb : overlap c *ᵥ (‖orbital c a‖⁻¹ • a) = μ • (‖orbital c a‖⁻¹ • a) := by
      rw [Matrix.mulVec_smul, hSa, smul_comm]
    have ho : orbital c (‖orbital c a‖⁻¹ • a) = ‖orbital c a‖⁻¹ • orbital c a := by
      simp only [orbital, Finset.smul_sum, smul_smul, Pi.smul_apply, smul_eq_mul]
    have h1 : ‖orbital c (‖orbital c a‖⁻¹ • a)‖ = 1 := by
      rw [ho, norm_smul, norm_inv, norm_norm, inv_mul_cancel₀ hn.ne']
    refine ⟨_, Submodule.sum_mem _ fun i _ =>
      Submodule.smul_mem _ _ (Submodule.subset_span ⟨i, rfl⟩), h1, ?_⟩
    change ⟪orbital c _, coreShift B c (orbital c _)⟫_ℝ = _
    rw [coreShift_orbital B c hb, inner_smul_right, real_inner_self_eq_norm_sq, h1]
    ring
  · rintro _ ⟨x, hxs, h1, rfl⟩
    obtain ⟨b, hb⟩ := (Submodule.mem_span_range_iff_exists_fun ℝ).mp hxs
    have hb' : orbital c b = x := hb
    subst hb'
    rw [inner_coreShift]
    refine mul_le_mul_of_nonneg_left ?_ hB
    simp only [inner_core_orbital]
    have hr := rayleigh_bound (overlap_isHermitian c) (fun ν hν => hmin hν) b
    have hb1 : b ⬝ᵥ (overlap c *ᵥ b) = 1 := by rw [← norm_sq_orbital, h1, one_pow]
    -- expand the squared residual of the eigenvalue equation
    have hsq : 0 ≤ ∑ i, ((overlap c *ᵥ b) i - μ * b i) ^ 2 :=
      Finset.sum_nonneg fun i _ => sq_nonneg _
    have hexp : ∑ i, ((overlap c *ᵥ b) i - μ * b i) ^ 2 = ∑ i, (overlap c *ᵥ b) i ^ 2
        - 2 * μ * (b ⬝ᵥ (overlap c *ᵥ b)) + μ ^ 2 * (b ⬝ᵥ b) := by
      simp only [dotProduct, Finset.mul_sum, ← Finset.sum_sub_distrib,
        ← Finset.sum_add_distrib]
      exact Finset.sum_congr rfl fun i _ => by ring
    rw [hb1] at hr hexp
    nlinarith [mul_le_mul_of_nonneg_left hr hμ0.le]

/-- For normalised cores, the smallest overlap eigenvalue is below one exactly when two
different cores overlap. -/
theorem smallest_lt_one_iff {c : ι → E} (hunit : ∀ i, ‖c i‖ = 1) {μ : ℝ}
    (hμ : IsLeast {ν | IsEigenvalue (overlap c) ν} μ) :
    μ < 1 ↔ ∃ i j, i ≠ j ∧ ⟪c i, c j⟫_ℝ ≠ 0 := by
  classical
  constructor
  · intro hlt
    by_contra h
    have h0 : ∀ i j, i ≠ j → ⟪c i, c j⟫_ℝ = 0 := fun i j hij =>
      by_contra fun hne => h ⟨i, j, hij, hne⟩
    have hS : overlap c = 1 := by
      ext i j
      by_cases hij : i = j
      · subst hij
        simp [overlap, hunit]
      · simp [overlap, h0 i j hij, hij]
    obtain ⟨a, ha, hSa⟩ := hμ.1
    rw [hS, Matrix.one_mulVec] at hSa
    obtain ⟨i, hi⟩ := Function.ne_iff.mp ha
    have hai : a i = μ * a i := congrFun hSa i
    have : μ = 1 := mul_right_cancel₀ hi (by rw [one_mul]; exact hai.symm)
    linarith
  · rintro ⟨i, j, hij, hs⟩
    -- trial vector: core `i` with its projection on core `j` removed
    have hr := rayleigh_bound (overlap_isHermitian c) (fun ν hν => hμ.2 hν)
      (Pi.single i 1 - Pi.single j ⟪c i, c j⟫_ℝ)
    have ho : orbital c (Pi.single i 1 - Pi.single j ⟪c i, c j⟫_ℝ)
        = c i - ⟪c i, c j⟫_ℝ • c j := by
      simp [orbital, sub_smul, Finset.sum_sub_distrib, Pi.single_apply, ite_smul]
    have haa : (Pi.single i 1 - Pi.single j ⟪c i, c j⟫_ℝ : ι → ℝ) ⬝ᵥ
        (Pi.single i 1 - Pi.single j ⟪c i, c j⟫_ℝ) = 1 + ⟪c i, c j⟫_ℝ ^ 2 := by
      rw [sub_dotProduct, single_dotProduct, single_dotProduct]
      simp [hij, hij.symm]
      ring
    rw [← norm_sq_orbital, ho, haa, norm_sub_sq_real, inner_smul_right, norm_smul, hunit,
      hunit, mul_one, Real.norm_eq_abs, sq_abs] at hr
    have hs2 : 0 < ⟪c i, c j⟫_ℝ ^ 2 := by positivity
    by_contra h
    nlinarith [mul_nonneg (sub_nonneg.mpr (not_lt.mp h)) hs2.le]

/-- For linearly independent normalised cores and `B > 0`, some normalised state in the core
span is shifted by less than `B` exactly when two different cores overlap. -/
theorem shift_weakened_iff [Nonempty ι] {c : ι → E} (hc : LinearIndependent ℝ c)
    (hunit : ∀ i, ‖c i‖ = 1) {B : ℝ} (hB : 0 < B) :
    (∃ x ∈ Submodule.span ℝ (Set.range c), ‖x‖ = 1 ∧ ⟪x, coreShift B c x⟫_ℝ < B) ↔
      ∃ i j, i ≠ j ∧ ⟪c i, c j⟫_ℝ ≠ 0 := by
  obtain ⟨μ, hμ⟩ := exists_smallest_eigenvalue (overlap_isHermitian c)
  have hm := isLeast_coreShift hc hB.le hμ
  rw [← smallest_lt_one_iff hunit hμ]
  constructor
  · rintro ⟨x, hx, h1, hlt⟩
    have hle := hm.2 ⟨x, hx, h1, rfl⟩
    by_contra h
    nlinarith [mul_nonneg hB.le (sub_nonneg.mpr (not_lt.mp h))]
  · intro h
    obtain ⟨x, hx, h1, he⟩ := hm.1
    exact ⟨x, hx, h1, by rw [he]; nlinarith [mul_pos hB (sub_pos.mpr h)]⟩

end

end CoreLevelShift
```

```lean
#print axioms CoreLevelShift.isLeast_coreShift
#print axioms CoreLevelShift.shift_weakened_iff
```

```
'CoreLevelShift.isLeast_coreShift' depends on axioms: [propext, Classical.choice, Quot.sound]
'CoreLevelShift.shift_weakened_iff' depends on axioms: [propext, Classical.choice, Quot.sound]
```

The lemmas `inner_core_orbital`, `norm_sq_orbital` and `inner_coreShift` together give the three identities at the start of the derivation, and `coreShift_orbital` is the eigenvalue equation for $V$. `exists_smallest_eigenvalue` takes an eigenvalue from the spectral theorem and finiteness from the characteristic polynomial.

In `isLeast_coreShift`, the first half normalises the eigenstate. In the second, `hexp` expands the squared residual and `nlinarith` combines it with the eigenvalue bound. `smallest_lt_one_iff` uses the trial vector $c_i-s\,c_j$, and `shift_weakened_iff` carries its result over to the shift.

## Positive semidefiniteness in place of an eigenvector expansion

`rayleigh_bound` avoids the sum over $\beta_k$. It considers $A-\mu 1$ and applies Mathlib's `posSemidef_iff_eigenvalues_nonneg`: a Hermitian matrix is positive semidefinite exactly when its listed eigenvalues are nonnegative. Adding $\mu$ to such an eigenvalue gives an eigenvalue of $A$ with the same eigenvector, and this is at least $\mu$ by hypothesis. Positive semidefiniteness then yields $a\cdot(A-\mu 1)a\ge0$, which is the bound.

## What the minimum says about an embedded cluster

The theorems fix the exact minimum of the shift within the core span, for any finite, nonzero number of linearly independent cores. The cores themselves need to be normalised only for the comparison with $B$. Independence matters for the value: two identical normalised cores give $S$ a zero eigenvalue, yet the only normalised states in their span are shifted by $2B$.

All cores share one $B$, whereas model potentials often assign each core its own constant; the formula then no longer applies as it stands. Orbitals are real, and $S$ is taken as exact, without integral or rounding errors.

The step left to the user is the one from $V$ to the full cluster Hamiltonian. Cluster orbitals also have components outside the core span, and the attraction of the ions competes with the shift. A positive $B\mu$ therefore does not by itself exclude collapse into the cores.
